# An optimal catalyst with affine step energies and unrestricted descriptors has balancing weights on its limiting steps

A catalytic cycle runs through several steps, and a common screening model judges a catalyst by its largest step energy. Linear scaling relations make each step energy an affine function of a few descriptors, such as adsorption energies. Changing a descriptor usually lowers some steps and raises others. If no change of descriptors lowers the largest step any further, what must hold among the steps that limit the catalyst?

Steps are labelled by a finite type `ι` and descriptors by a finite type `m`; |m| is the number of descriptors. A catalyst is a point `x : m → ℝ`.

```lean
import Mathlib

open Matrix
open scoped Topology

namespace OptimalCatalystCertificate

noncomputable section

variable {ι m : Type*} [Fintype ι] [Fintype m]
```

Step i has gradient a_i, the slopes of its scaling relation, and offset b_i, its energy at x = 0:

G_i(x) = a_i·x + b_i

The affine form is assumed, and every real descriptor value is allowed, although real materials reach only some of them.

```lean
/-- The energy of step `i` at descriptor values `x`, with gradient `a i` and offset `b i`. -/
def stepEnergy (a : ι → m → ℝ) (b : ι → ℝ) (i : ι) (x : m → ℝ) : ℝ :=
  a i ⬝ᵥ x + b i
```

With at least one step (`Nonempty ι`), the largest step energy is a finite maximum:

G_max(x) = max_i G_i(x)

```lean
/-- The largest step energy at descriptor values `x`. -/
def largestStep [Nonempty ι] (a : ι → m → ℝ) (b : ι → ℝ) (x : m → ℝ) : ℝ :=
  Finset.univ.sup' Finset.univ_nonempty (fun i => stepEnergy a b i x)
```

A step is limiting at x when it attains this maximum. Ties are allowed.

```lean
/-- Step `i` is limiting at `x` when it attains the largest step energy. -/
def IsLimiting [Nonempty ι] (a : ι → m → ℝ) (b : ι → ℝ) (x : m → ℝ) (i : ι) : Prop :=
  stepEnergy a b i x = largestStep a b x
```

Optimal means globally minimal. That an optimum exists is a hypothesis: a single step with nonzero slope has none.

```lean
/-- A catalyst `x₀` is optimal when no descriptor values give a lower largest step. -/
def IsOptimal [Nonempty ι] (a : ι → m → ℝ) (b : ι → ℝ) (x₀ : m → ℝ) : Prop :=
  ∀ x, largestStep a b x₀ ≤ largestStep a b x
```

## (a) The maximum bounds every step

Show that, for every i and x,

G_i(x) ≤ G_max(x).

**Solution.** G_i(x) is one of the numbers over which the maximum is taken.

```lean
/-- Every step energy is at most the largest one. -/
theorem stepEnergy_le [Nonempty ι] (a : ι → m → ℝ) (b : ι → ℝ) (x : m → ℝ) (i : ι) :
    stepEnergy a b i x ≤ largestStep a b x :=
  Finset.le_sup' (fun i => stepEnergy a b i x) (Finset.mem_univ i)
```

## (b) A common descent direction lowers the maximum

Suppose a_i·d < 0 for every step i limiting at x. Find t > 0 with

G_max(x + t d) < G_max(x).

**Solution.** Along d each energy is affine in t:

G_i(x + t d) = G_i(x) + t (a_i·d)

A limiting step starts at G_max(x) and falls for every t > 0. A non-limiting step starts below by a gap δ_i = G_max(x) − G_i(x) > 0. If a_i·d ≤ 0 it stays below; otherwise it does so for t < δ_i/(a_i·d). These are finitely many conditions, so some t > 0 meets them all, and then the maximum is lower too.

In Lean, "for all small enough t > 0" is the filter `𝓝[>] 0`. The case split on `IsLimiting` follows the one above, with continuity replacing the explicit gap, and `Filter.eventually_all` combines the finitely many conditions.

```lean
/-- If a direction `d` lowers every limiting step, some move along `d` lowers the
largest step energy. -/
theorem exists_lower_largestStep [Nonempty ι] {a : ι → m → ℝ} {b : ι → ℝ} {x d : m → ℝ}
    (hd : ∀ i, IsLimiting a b x i → a i ⬝ᵥ d < 0) :
    ∃ t : ℝ, 0 < t ∧ largestStep a b (x + t • d) < largestStep a b x := by
  have key : ∀ i, ∀ᶠ t in 𝓝[>] (0 : ℝ),
      stepEnergy a b i (x + t • d) < largestStep a b x := by
    intro i
    have hexp : ∀ t : ℝ, stepEnergy a b i (x + t • d)
        = stepEnergy a b i x + t * (a i ⬝ᵥ d) := by
      intro t
      simp only [stepEnergy, dotProduct_add, dotProduct_smul, smul_eq_mul]
      ring
    have hpos : ∀ᶠ t in 𝓝[>] (0 : ℝ), 0 < t := self_mem_nhdsWithin
    by_cases hi : IsLimiting a b x i
    · -- a limiting step falls at once
      filter_upwards [hpos] with t ht
      have h1 := mul_neg_of_pos_of_neg ht (hd i hi)
      have h2 : stepEnergy a b i x = largestStep a b x := hi
      rw [hexp]
      linarith
    · -- any other step stays below the maximum by continuity
      have hlt : stepEnergy a b i x < largestStep a b x :=
        lt_of_le_of_ne (stepEnergy_le a b x i) hi
      have hc : Continuous (fun t : ℝ => stepEnergy a b i x + t * (a i ⬝ᵥ d)) := by
        fun_prop
      have h0 : ∀ᶠ t in 𝓝 (0 : ℝ),
          stepEnergy a b i x + t * (a i ⬝ᵥ d) < largestStep a b x :=
        hc.continuousAt.eventually_lt continuousAt_const (by simpa using hlt)
      filter_upwards [nhdsWithin_le_nhds h0] with t ht
      rw [hexp]
      exact ht
  have hpos : ∀ᶠ t in 𝓝[>] (0 : ℝ), 0 < t := self_mem_nhdsWithin
  obtain ⟨t, ht, htpos⟩ := ((Filter.eventually_all.2 key).and hpos).exists
  exact ⟨t, htpos, (Finset.sup'_lt_iff _).2 fun i _ => ht i⟩
```

## (c) At an optimum, no direction lowers all limiting steps

Let x₀ be optimal. Show that for each direction d some limiting step i satisfies

a_i·d ≥ 0.

**Solution.** Otherwise a_i·d < 0 for every limiting step, and (b) gives a point with a lower maximum, contradicting optimality. The Lean proof is the same contradiction.

```lean
/-- At an optimal catalyst, every direction has a limiting step whose energy does not
decrease along it. -/
theorem exists_limiting_not_lowered [Nonempty ι] {a : ι → m → ℝ} {b : ι → ℝ} {x₀ : m → ℝ}
    (hopt : IsOptimal a b x₀) (d : m → ℝ) :
    ∃ i, IsLimiting a b x₀ i ∧ 0 ≤ a i ⬝ᵥ d := by
  by_contra hno
  obtain ⟨t, _, ht⟩ := exists_lower_largestStep (a := a) (b := b) (x := x₀) (d := d)
    (fun i hi => lt_of_not_ge fun h => hno ⟨i, hi, h⟩)
  exact absurd ht (not_lt_of_ge (hopt _))
```

## (d) The origin lies in the hull of the gradients

Let s be a set of steps such that every d has some i in s with a_i·d ≥ 0. Show that

0 ∈ conv{a_i : i ∈ s}.

**Solution.** The hull of finitely many points is closed and convex. If it missed the origin, a linear functional f and a number u would separate them:

f(v) < u < f(0) = 0 for all v in the hull

Put d_j = f(e_j), with e_j the unit vectors, so that f(v) = v·d. Then a_i·d < 0 for every i in s, against the assumption.

The separation is `geometric_hahn_banach_closed_point`, and `hrep` writes f as a dot product.

```lean
/-- If no direction lowers all steps of a set `s`, the origin lies in the convex hull of
their gradients. -/
theorem zero_mem_convexHull {a : ι → m → ℝ} {s : Set ι}
    (h : ∀ d : m → ℝ, ∃ i ∈ s, 0 ≤ a i ⬝ᵥ d) :
    (0 : m → ℝ) ∈ convexHull ℝ (a '' s) := by
  classical
  by_contra h0
  have hfin : (a '' s).Finite := s.toFinite.image a
  have hcl : IsClosed (convexHull ℝ (a '' s)) := by
    first
      | exact hfin.isClosed_convexHull
      | exact hfin.isClosed_convexHull ℝ
  -- a separating functional would be a common descent direction
  obtain ⟨f, u, hf, hu⟩ := geometric_hahn_banach_closed_point (convex_convexHull ℝ _) hcl h0
  rw [map_zero] at hu
  have hrep : ∀ v : m → ℝ, f v = v ⬝ᵥ fun j => f (Pi.single j (1 : ℝ)) := by
    intro v
    have hv : v = ∑ j, v j • (Pi.single j (1 : ℝ) : m → ℝ) := by
      ext k
      simp [Finset.sum_apply, Pi.single_apply]
    conv_lhs => rw [hv]
    simp only [map_sum, map_smul, smul_eq_mul, dotProduct]
  obtain ⟨i, hi, hle⟩ := h fun j => f (Pi.single j (1 : ℝ))
  have h1 := hf (a i) (subset_convexHull ℝ _ ⟨i, hi, rfl⟩)
  rw [hrep] at h1
  linarith
```

## (e) From the hull to a few weights

Given 0 ∈ conv{a_i : i ∈ s}, find weights w_i ≥ 0, zero outside s, with

Σ_i w_i = 1, Σ_i w_i a_i = 0,

at most |m| + 1 of them nonzero.

**Solution.** Write 0 = Σ_k c_k z_k with c_k > 0, Σ_k c_k = 1, and as few distinct gradients z_k as possible. If the z_k were affinely dependent, there would be numbers μ_k, not all zero, with Σ_k μ_k = 0 and Σ_k μ_k z_k = 0. Replace c_k by c_k − τ μ_k, where τ is the smallest c_k/μ_k among those with μ_k > 0. Both sums are unchanged, no coefficient becomes negative and one vanishes, contradicting minimality. So the z_k are affinely independent, and there are at most |m| + 1 of them.

For each k choose a step f(k) in s with gradient z_k, and let w_i be the sum of the c_k with f(k) = i. Exchanging the order of summation gives both equations, and only steps in the image of f can have nonzero weight.

Mathlib supplies the reduction, Carathéodory's theorem, as `eq_pos_convex_span_of_mem_convexHull`; the rest of the proof transfers the coefficients to steps and counts them.

```lean
/-- If the origin lies in the convex hull of the gradients of the steps in `s`, it is a weighted
mean of them in which at most `Fintype.card m + 1` steps have nonzero weight. -/
theorem exists_weights_of_mem_convexHull {a : ι → m → ℝ} {s : Set ι}
    (h : (0 : m → ℝ) ∈ convexHull ℝ (a '' s)) :
    ∃ w : ι → ℝ, (∀ i, 0 ≤ w i) ∧ ∑ i, w i = 1 ∧ (∀ i, i ∉ s → w i = 0) ∧
      ∑ i, w i • a i = 0 ∧
      (Finset.univ.filter fun i => w i ≠ 0).card ≤ Fintype.card m + 1 := by
  classical
  -- Carathéodory: affinely independent gradients suffice
  obtain ⟨κ, _, z, c, hz, hind, hc, hc1, hcz⟩ := eq_pos_convex_span_of_mem_convexHull h
  have hz' : ∀ k, ∃ i, i ∈ s ∧ a i = z k := fun k => hz ⟨k, rfl⟩
  choose f hfs hfz using hz'
  refine ⟨fun i => ∑ k, if f k = i then c k else 0, ?_, ?_, ?_, ?_, ?_⟩
  · intro i
    refine Finset.sum_nonneg fun k _ => ?_
    split_ifs
    exacts [(hc k).le, le_rfl]
  · beta_reduce
    rw [Finset.sum_comm]
    simpa using hc1
  · intro i hi
    exact Finset.sum_eq_zero fun k _ => if_neg fun (e : f k = i) => hi (e ▸ hfs k)
  · simp only [Finset.sum_smul, ite_smul, zero_smul]
    rw [Finset.sum_comm]
    simpa [hfz] using hcz
  · calc _ ≤ (Finset.univ.image f).card := Finset.card_le_card (by
          intro i hi
          by_contra hn
          apply (Finset.mem_filter.1 hi).2
          exact Finset.sum_eq_zero fun k _ => if_neg fun e =>
            hn (Finset.mem_image.2 ⟨k, Finset.mem_univ _, e⟩))
      _ ≤ Fintype.card κ := Finset.card_image_le
      _ ≤ Fintype.card m + 1 := by
          have h1 := hind.card_le_finrank_succ
          have h2 := Submodule.finrank_le (vectorSpan ℝ (Set.range z))
          rw [Module.finrank_fintype_fun_eq_card] at h2
          omega
```

## (f) The certificate at an optimum

Let x₀ be optimal. Show that the weights of (e) exist with

w_i = 0 whenever G_i(x₀) < G_max(x₀).

**Solution.** Take s to be the set of limiting steps. Part (c) is the assumption of (d), and (d) is that of (e).

```lean
/-- At an optimal catalyst there are nonnegative weights summing to one, zero on every non-limiting
step and nonzero on at most `Fintype.card m + 1` steps, whose weighted gradients cancel. -/
theorem exists_optimality_certificate [Nonempty ι] {a : ι → m → ℝ} {b : ι → ℝ}
    {x₀ : m → ℝ} (hopt : IsOptimal a b x₀) :
    ∃ w : ι → ℝ, (∀ i, 0 ≤ w i) ∧ ∑ i, w i = 1 ∧
      (∀ i, ¬ IsLimiting a b x₀ i → w i = 0) ∧ ∑ i, w i • a i = 0 ∧
      (Finset.univ.filter fun i => w i ≠ 0).card ≤ Fintype.card m + 1 :=
  exists_weights_of_mem_convexHull (s := {i | IsLimiting a b x₀ i})
    (zero_mem_convexHull fun d => exists_limiting_not_lowered hopt d)
```

The optimum can be computed by minimising t over x and t, subject to a_i·x + b_i ≤ t for every i. The optimal constraint multipliers of this linear program, taken nonnegative, have all the properties above except possibly the bound |m| + 1, since tied steps can share the weight. Within this affine, unconstrained model, Σ_i w_i G_i(x) has the same value G_max(x₀) at every x, so the steps with nonzero weight are enough by themselves to keep the maximum from being lowered.

## (g) Only one limiting step

Suppose x₀ is optimal and no step other than i is limiting. Show that

a_i = 0.

**Solution.** Apply (c) to d = −a_i. The limiting step it provides must be i, so −a_i·a_i ≥ 0. A sum of squares that is not positive is zero, and so is each component of a_i. When the descriptors can take any real value, an optimum limited by a single step therefore requires a step that no descriptor affects. If they are confined to a range, an optimum at its edge can be limited by a single step with nonzero gradient.

```lean
/-- If an optimal catalyst has no limiting step other than `i`, the energy of step `i` has
zero gradient. -/
theorem gradient_eq_zero_of_single_limiting [Nonempty ι] {a : ι → m → ℝ} {b : ι → ℝ}
    {x₀ : m → ℝ} (hopt : IsOptimal a b x₀) {i : ι}
    (hi : ∀ j, IsLimiting a b x₀ j → j = i) : a i = 0 := by
  -- test the direction of steepest descent of step `i`
  obtain ⟨j, hj, hle⟩ := exists_limiting_not_lowered hopt (-a i)
  rw [hi j hj, dotProduct_neg] at hle
  have hnn : 0 ≤ a i ⬝ᵥ a i := Finset.sum_nonneg fun k _ => mul_self_nonneg _
  exact dotProduct_self_eq_zero.1 (by linarith)
```

## (h) The two-step volcano

With one descriptor, let G_0(x) = p x and G_1(x) = −q x, where p, q > 0. Show that x = 0 is optimal and that weights which sum to one and cancel the slopes must be

w_0 = q/(p + q), w_1 = p/(p + q).

**Solution.** At the crossing x = 0 the maximum is 0. For x ≥ 0 step 0 has energy p x ≥ 0, and for x ≤ 0 step 1 has energy −q x ≥ 0, so the maximum is never negative. The weights satisfy

w_0 + w_1 = 1, p w_0 − q w_1 = 0.

Adding q times the first equation to the second gives (p + q) w_0 = q; subtracting the second from p times the first gives (p + q) w_1 = p. These are the two `linear_combination` steps.

If the energies are reaction free energies and these two steps, each run once, make up the whole cycle, their sum cannot depend on the catalyst, so p = q. Unequal slopes can arise for activation energies, or when one step runs more often per cycle than the other.

The steeper step carries the smaller weight. Neither weight is zero, so for one descriptor the bound |m| + 1 = 2 is attained.

```lean
/-- Gradients of two steps in one descriptor, with slopes `p` and `-q`. For `p, q > 0` one step
rises and the other falls. -/
def volcano (p q : ℝ) : Fin 2 → Fin 1 → ℝ := ![fun _ => p, fun _ => -q]

/-- For `p, q > 0` the volcano with zero offsets is optimal at the origin, and weights that
sum to one and cancel its slopes must be `q / (p + q)` and `p / (p + q)`. -/
theorem volcano_certificate {p q : ℝ} (hp : 0 < p) (hq : 0 < q) :
    IsOptimal (volcano p q) 0 0 ∧
      ∀ w : Fin 2 → ℝ, ∑ i, w i = 1 → ∑ i, w i • volcano p q i = 0 →
        w 0 = q / (p + q) ∧ w 1 = p / (p + q) := by
  constructor
  · intro x
    have h0 : largestStep (volcano p q) 0 0 ≤ 0 :=
      Finset.sup'_le _ _ fun i _ => by simp [stepEnergy]
    have e0 : stepEnergy (volcano p q) 0 0 x = p * x 0 := by
      simp [stepEnergy, volcano, dotProduct]
    have e1 : stepEnergy (volcano p q) 0 1 x = -q * x 0 := by
      simp [stepEnergy, volcano, dotProduct]
    have l0 := stepEnergy_le (volcano p q) 0 x 0
    have l1 := stepEnergy_le (volcano p q) 0 x 1
    rw [e0] at l0
    rw [e1] at l1
    -- on either side of the crossing one of the two steps is uphill
    rcases le_total 0 (x 0) with hx | hx
    · have := mul_nonneg hp.le hx
      linarith
    · have := mul_nonneg_of_nonpos_of_nonpos (neg_nonpos.2 hq.le) hx
      linarith
  · intro w hw hbal
    have hne : p + q ≠ 0 := by positivity
    have h1 : w 0 + w 1 = 1 := by rw [← hw, Fin.sum_univ_two]
    have h2 : w 0 * p + w 1 * (-q) = 0 := by
      have h3 := congrFun hbal 0
      rw [Fin.sum_univ_two] at h3
      exact h3
    constructor
    · rw [eq_div_iff hne]
      linear_combination h2 + q * h1
    · rw [eq_div_iff hne]
      linear_combination -h2 + p * h1

end

end OptimalCatalystCertificate
```

```lean
#print axioms OptimalCatalystCertificate.exists_optimality_certificate
-- 'OptimalCatalystCertificate.exists_optimality_certificate' depends on axioms: [propext, Classical.choice, Quot.sound]
#print axioms OptimalCatalystCertificate.gradient_eq_zero_of_single_limiting
-- 'OptimalCatalystCertificate.gradient_eq_zero_of_single_limiting' depends on axioms: [propext, Classical.choice, Quot.sound]
#print axioms OptimalCatalystCertificate.volcano_certificate
-- 'OptimalCatalystCertificate.volcano_certificate' depends on axioms: [propext, Classical.choice, Quot.sound]
```
